# Under Schrödinger evolution on a finite configuration set, the imaginary part of the local energy sets the relative rate of change of the density over configurations

A particle hops on a lattice after a sudden change of the potential. Its wave function is complex, and a Monte Carlo code that samples configurations from the density finds local energies with an imaginary part. The Hamiltonian is Hermitian and its expectation value is real, so one may ask what these imaginary parts mean. They measure how fast the density is changing at each configuration, relative to its value there.

Let $x$ run over a finite set of configurations, let $\psi(x)$ be the amplitude at $x$, and let $H$ be the Hamiltonian matrix with elements $H_{xy}$. The density at $x$ means $|\psi(x)|^2$; for many particles this is the weight of a whole configuration, not the one-particle density. Units have $\hbar=1$. Where $\psi(x)\neq 0$, the local energy is

$$E(x)=\frac{(H\psi)(x)}{\psi(x)}=\sum_y H_{xy}\,\frac{\psi(y)}{\psi(x)} .$$

If $\psi$ obeys $i\,d\psi/dt=H\psi$, then

$$\frac{d}{dt}|\psi(x)|^2 = 2\,|\psi(x)|^2\,\operatorname{Im}E(x).$$

When $\psi$ has no zeros, all densities are therefore stationary at a given instant exactly when every local energy is real at that instant.

## Complex local energies in a sampling code

A variational Monte Carlo code computes $E(x)$ at each sampled configuration from the connected elements $H_{xy}$ and the amplitude ratios $\psi(y)/\psi(x)$. In real-time work the same number drives the evolution: for exact dynamics in a finite basis, $\operatorname{Im}E(x)$ is the growth rate of $\ln|\psi(x)|$, and $-\operatorname{Re}E(x)$ is the rate of change of the phase. A parametrised ansatz follows a projected version of this motion, so there $2\operatorname{Im}E(x)$ is the relative density rate that the exact equation would impose on the current state, and the ansatz need not reproduce it.

For Hermitian $H$ the total probability is conserved, so $\sum_x|\psi(x)|^2\operatorname{Im}E(x)=0$. With samples drawn from the normalised density, the average of $\operatorname{Im}E$ should vanish within its statistical error, while individual values need not. A significant nonzero average points to a fault in the matrix elements, the ratios or the sampling. This test is blind to a transposed Hamiltonian, because the transpose of a Hermitian matrix is Hermitian too.

Discarding $\operatorname{Im}E(x)$ is harmless for the mean energy, but in the exact equation of motion it removes the change of the density.

## From the Schrödinger equation to the density rate

Write $\psi^*$ for the complex conjugate. The Schrödinger equation gives each amplitude the derivative $\dot\psi(x)=-i(H\psi)(x)$. By the product rule,

$$\frac{d}{dt}|\psi(x)|^2=\dot\psi^*(x)\psi(x)+\psi^*(x)\dot\psi(x)=2\operatorname{Re}\bigl[\psi^*(x)\dot\psi(x)\bigr].$$

Inserting the equation of motion and using $\operatorname{Re}(-iz)=\operatorname{Im}z$,

$$\frac{d}{dt}|\psi(x)|^2=2\operatorname{Im}\bigl[\psi^*(x)(H\psi)(x)\bigr].$$

Now substitute $(H\psi)(x)=E(x)\psi(x)$. The product $\psi^*(x)\psi(x)=|\psi(x)|^2$ is real and comes out of the imaginary part, which leaves $2|\psi(x)|^2\operatorname{Im}E(x)$. If $\psi(x)\neq0$ the prefactor is positive, so the rate vanishes exactly when $\operatorname{Im}E(x)=0$.

Take a solution with no zeros at any time. If the densities are constant in time, their rates vanish at every instant and the local energies are always real. Conversely, if the local energies are real at all times, every density has zero derivative everywhere and is constant.

**Currents between configurations.** None of this used Hermiticity, and neither does splitting the rate into contributions from single matrix elements,

$$J_{xy}=2\operatorname{Im}\bigl[\psi^*(x)H_{xy}\psi(y)\bigr],\qquad \frac{d}{dt}|\psi(x)|^2=\sum_y J_{xy}.$$

Hermiticity enters in how these contributions are related. With $H_{xy}=H_{yx}^*$, the bracket in $J_{xy}$ is the complex conjugate of the bracket in $J_{yx}$, so $J_{xy}=-J_{yx}$. Summing the rates over a region $A$, the terms with both configurations in $A$ cancel in pairs, and

$$\frac{d}{dt}\sum_{x\in A}|\psi(x)|^2=\sum_{x\in A}\sum_{y\notin A}J_{xy}.$$

If $A$ is the whole set, the right side is empty and the total is conserved.

**One configuration.** Here $H$ is a single number $h$, and the local energy is $h$. A Hermitian $h$ is real and the density is constant. For $h=a-i\gamma$ with real $a$ and $\gamma>0$, as in a model of decay, the identity gives the rate $-2\gamma|\psi|^2$.

**Two sites.** Take sites $0$ and $1$ with $H_{01}=H_{10}=1$ and zero diagonal, and start from $\psi=(1,2)$. Hopping exchanges the amplitudes, so the local energies are $2/1=2$ and $1/2$. Both are real, and both densities are stationary at time zero. The local energies differ, however, so the state is not an eigenvector. The solution is

$$\psi(t)=(\cos t-2i\sin t,\;2\cos t-i\sin t),$$

with squared norm $5$. The normalised densities are $(1+3\sin^2t)/5$ and $(4-3\sin^2t)/5$, which do move. Real local energies at one instant thus guarantee neither an eigenstate nor a lasting stationary density.

## The Lean file

```lean
import Mathlib

open Matrix ComplexConjugate
open Complex (I)

namespace LocalEnergyImaginaryPart

noncomputable section

variable {n : Type*} [Fintype n]

/-- The Schrödinger equation `i dψ/dt = H ψ` at time `t`, written for each amplitude. -/
def SolvesAt (H : Matrix n n ℂ) (ψ : ℝ → n → ℂ) (t : ℝ) : Prop :=
  ∀ x, HasDerivAt (fun s => ψ s x) (-I * (H *ᵥ ψ t) x) t

/-- `E` is a local energy of `ψ`: `(H ψ)(x) = E(x) ψ(x)` at every configuration `x`. -/
def IsLocalEnergy (H : Matrix n n ℂ) (ψ E : n → ℂ) : Prop :=
  ∀ x, (H *ᵥ ψ) x = E x * ψ x

/-- The current of `|ψ|²` from `y` into `x` through the matrix element `H x y`. -/
def bondCurrent (H : Matrix n n ℂ) (ψ : n → ℂ) (x y : n) : ℝ :=
  2 * (conj (ψ x) * (H x y * ψ y)).im

/-- For a nowhere-zero wave function the local energy is the quotient `(H ψ)(x) / ψ(x)`. -/
theorem isLocalEnergy_iff_div (H : Matrix n n ℂ) (ψ E : n → ℂ) (h0 : ∀ x, ψ x ≠ 0) :
    IsLocalEnergy H ψ E ↔ ∀ x, E x = (H *ᵥ ψ) x / ψ x := by
  refine forall_congr' fun x => ?_
  rw [eq_div_iff (h0 x)]
  exact eq_comm

/-- The density at `x` changes at the rate `2 Im (conj ψ(x) (H ψ)(x))`. -/
theorem density_rate {H : Matrix n n ℂ} {ψ : ℝ → n → ℂ} {t : ℝ}
    (hψ : SolvesAt H ψ t) (x : n) :
    HasDerivAt (fun s => ‖ψ s x‖ ^ 2) (2 * (conj (ψ t x) * (H *ᵥ ψ t) x).im) t := by
  refine (hψ x).norm_sq.congr_deriv ?_
  rw [Complex.inner]
  simp only [Complex.mul_re, Complex.mul_im, Complex.conj_re, Complex.conj_im,
    Complex.neg_re, Complex.neg_im, Complex.I_re, Complex.I_im]
  ring

/-- The density at `x` changes at the rate `2 |ψ(x)|² Im E(x)`, with `E` the local energy. -/
theorem density_rate_localEnergy {H : Matrix n n ℂ} {ψ : ℝ → n → ℂ} {t : ℝ} {E : n → ℂ}
    (hψ : SolvesAt H ψ t) (hE : IsLocalEnergy H (ψ t) E) (x : n) :
    HasDerivAt (fun s => ‖ψ s x‖ ^ 2) (2 * ‖ψ t x‖ ^ 2 * (E x).im) t := by
  refine (density_rate hψ x).congr_deriv ?_
  rw [hE x, Complex.sq_norm, Complex.normSq_apply]
  simp only [Complex.mul_re, Complex.mul_im, Complex.conj_re, Complex.conj_im]
  ring

/-- For a nowhere-zero wave function, all densities are instantaneously stationary exactly
when every local energy is real. -/
theorem stationary_iff_localEnergy_real {H : Matrix n n ℂ} {ψ : ℝ → n → ℂ} {t : ℝ}
    {E : n → ℂ} (hψ : SolvesAt H ψ t) (h0 : ∀ x, ψ t x ≠ 0)
    (hE : IsLocalEnergy H (ψ t) E) :
    (∀ x, HasDerivAt (fun s => ‖ψ s x‖ ^ 2) 0 t) ↔ ∀ x, (E x).im = 0 := by
  refine forall_congr' fun x => ⟨fun h => ?_, fun h => ?_⟩
  · -- the derivative is unique, and the density in front of `Im E` is positive
    have h1 := (density_rate_localEnergy hψ hE x).unique h
    have h2 : 2 * ‖ψ t x‖ ^ 2 ≠ 0 :=
      mul_ne_zero two_ne_zero (pow_ne_zero 2 (norm_ne_zero_iff.mpr (h0 x)))
    exact (mul_eq_zero.mp h1).resolve_left h2
  · exact (density_rate_localEnergy hψ hE x).congr_deriv (by rw [h, mul_zero])

/-- For a nowhere-zero solution, the densities keep their initial values at all times exactly
when the local energies are real at all times. -/
theorem density_constant_iff {H : Matrix n n ℂ} {ψ E : ℝ → n → ℂ}
    (hψ : ∀ t, SolvesAt H ψ t) (h0 : ∀ t x, ψ t x ≠ 0)
    (hE : ∀ t, IsLocalEnergy H (ψ t) (E t)) :
    (∀ t x, ‖ψ t x‖ ^ 2 = ‖ψ 0 x‖ ^ 2) ↔ ∀ t x, (E t x).im = 0 := by
  constructor
  · intro h t
    refine (stationary_iff_localEnergy_real (hψ t) (h0 t) (hE t)).mp fun x => ?_
    have hc : (fun s => ‖ψ s x‖ ^ 2) = fun _ => ‖ψ 0 x‖ ^ 2 := funext fun s => h s x
    rw [hc]
    exact hasDerivAt_const _ _
  · intro h t x
    have hd : ∀ s, HasDerivAt (fun s => ‖ψ s x‖ ^ 2) 0 s := fun s =>
      (stationary_iff_localEnergy_real (hψ s) (h0 s) (hE s)).mpr (h s) x
    exact is_const_of_deriv_eq_zero (fun s => (hd s).differentiableAt)
      (fun s => (hd s).deriv) t 0

omit [Fintype n] in
/-- For a Hermitian Hamiltonian the current from `y` into `x` is minus the current
from `x` into `y`. -/
theorem bondCurrent_antisymm {H : Matrix n n ℂ} (hH : H.IsHermitian) (ψ : n → ℂ) (x y : n) :
    bondCurrent H ψ x y = -bondCurrent H ψ y x := by
  have h : H x y = conj (H y x) := (hH.apply x y).symm
  unfold bondCurrent
  rw [h]
  simp only [Complex.mul_re, Complex.mul_im, Complex.conj_re, Complex.conj_im]
  ring

/-- For a Hermitian Hamiltonian the sum of `|ψ(x)|²` over a region `A` changes at the rate given by
the total current into `A` from its complement. -/
theorem region_continuity [DecidableEq n] {H : Matrix n n ℂ} (hH : H.IsHermitian)
    {ψ : ℝ → n → ℂ} {t : ℝ} (hψ : SolvesAt H ψ t) (A : Finset n) :
    HasDerivAt (fun s => ∑ x ∈ A, ‖ψ s x‖ ^ 2)
      (∑ x ∈ A, ∑ y ∈ Aᶜ, bondCurrent H (ψ t) x y) t := by
  refine (HasDerivAt.fun_sum fun x _ => density_rate hψ x).congr_deriv ?_
  have hJ : ∀ x, 2 * (conj (ψ t x) * (H *ᵥ ψ t) x).im = ∑ y, bondCurrent H (ψ t) x y := by
    intro x
    simp only [Matrix.mulVec, dotProduct, Finset.mul_sum, Complex.im_sum, bondCurrent]
  -- currents inside the region cancel in pairs
  have hin : ∑ x ∈ A, ∑ y ∈ A, bondCurrent H (ψ t) x y = 0 := by
    have h : ∑ x ∈ A, ∑ y ∈ A, bondCurrent H (ψ t) x y
        = -∑ x ∈ A, ∑ y ∈ A, bondCurrent H (ψ t) x y := by
      conv_lhs => rw [Finset.sum_comm]
      simp only [← Finset.sum_neg_distrib]
      exact Finset.sum_congr rfl fun x _ => Finset.sum_congr rfl fun y _ =>
        bondCurrent_antisymm hH (ψ t) y x
    linarith
  simp only [hJ, ← Finset.sum_add_sum_compl A, Finset.sum_add_distrib]
  rw [hin, zero_add]

/-- The Hamiltonian of a particle hopping between two sites. -/
def hopping : Matrix (Fin 2) (Fin 2) ℂ := !![0, 1; 1, 0]

/-- The two-site wave function `(cos t - 2i sin t, 2 cos t - i sin t)`. -/
def twoSite (t : ℝ) : Fin 2 → ℂ :=
  ![((Real.cos t : ℝ) : ℂ) - I * ((2 * Real.sin t : ℝ) : ℂ),
    ((2 * Real.cos t : ℝ) : ℂ) - I * ((Real.sin t : ℝ) : ℂ)]

/-- Hopping exchanges the two amplitudes. -/
theorem hopping_mulVec (v : Fin 2 → ℂ) : hopping *ᵥ v = ![v 1, v 0] := by
  ext i
  fin_cases i <;> simp [hopping, Matrix.mulVec, dotProduct, Fin.sum_univ_succ]

/-- The two site densities are `1 + 3 sin² t` and `4 - 3 sin² t`. -/
theorem twoSite_density (t : ℝ) : ‖twoSite t 0‖ ^ 2 = 1 + 3 * Real.sin t ^ 2 ∧
    ‖twoSite t 1‖ ^ 2 = 4 - 3 * Real.sin t ^ 2 := by
  have aux : ∀ a b : ℝ, ‖(a : ℂ) - I * (b : ℂ)‖ ^ 2 = a ^ 2 + b ^ 2 := by
    intro a b
    rw [Complex.sq_norm, Complex.normSq_apply]
    simp
    ring
  constructor
  · refine (aux (Real.cos t) (2 * Real.sin t)).trans ?_
    linear_combination Real.sin_sq_add_cos_sq t
  · refine (aux (2 * Real.cos t) (Real.sin t)).trans ?_
    linear_combination 4 * Real.sin_sq_add_cos_sq t

/-- The two-site wave function is a nowhere-zero solution for the Hermitian hopping
Hamiltonian; at time zero its local energies are `2` and `1/2`, and it is not an eigenvector. -/
theorem twoSite_witness : hopping.IsHermitian ∧ (∀ t, SolvesAt hopping twoSite t) ∧
    (∀ t x, twoSite t x ≠ 0) ∧ IsLocalEnergy hopping (twoSite 0) ![2, 1 / 2] ∧
    ¬ ∃ e : ℂ, hopping *ᵥ twoSite 0 = e • twoSite 0 := by
  have hz : twoSite 0 = ![1, 2] := by
    ext i
    fin_cases i <;> simp [twoSite]
  refine ⟨?_, fun t x => ?_, fun t x hx => ?_, fun x => ?_, ?_⟩
  · ext i j
    fin_cases i <;> fin_cases j <;> simp [hopping]
  · rw [hopping_mulVec]
    fin_cases x
    · have h := (Real.hasDerivAt_cos t).ofReal_comp.fun_sub
        (((Real.hasDerivAt_sin t).const_mul 2).ofReal_comp.const_mul I)
      refine h.congr_deriv ?_
      change _ = -I * (((2 * Real.cos t : ℝ) : ℂ) - I * ((Real.sin t : ℝ) : ℂ))
      simp only [Complex.ofReal_mul, Complex.ofReal_neg, Complex.ofReal_ofNat]
      linear_combination (-((Real.sin t : ℝ) : ℂ)) * Complex.I_sq
    · have h := ((Real.hasDerivAt_cos t).const_mul 2).ofReal_comp.fun_sub
        ((Real.hasDerivAt_sin t).ofReal_comp.const_mul I)
      refine h.congr_deriv ?_
      change _ = -I * (((Real.cos t : ℝ) : ℂ) - I * ((2 * Real.sin t : ℝ) : ℂ))
      simp only [Complex.ofReal_mul, Complex.ofReal_neg, Complex.ofReal_ofNat]
      linear_combination (-2 * ((Real.sin t : ℝ) : ℂ)) * Complex.I_sq
  · -- both densities are at least one
    obtain ⟨h0, h1⟩ := twoSite_density t
    fin_cases x
    · have hx' : twoSite t 0 = 0 := hx
      rw [hx', norm_zero] at h0
      nlinarith [sq_nonneg (Real.sin t)]
    · have hx' : twoSite t 1 = 0 := hx
      rw [hx', norm_zero] at h1
      nlinarith [Real.sin_sq_add_cos_sq t, sq_nonneg (Real.cos t)]
  · rw [hopping_mulVec, hz]
    fin_cases x <;> simp
  · rintro ⟨e, he⟩
    rw [hopping_mulVec, hz] at he
    have h0 : (2 : ℂ) = e * 1 := congrFun he 0
    have h1 : (1 : ℂ) = e * 2 := congrFun he 1
    have h3 : (3 : ℂ) = 0 := by linear_combination 2 * h0 - h1
    norm_num at h3

end

end LocalEnergyImaginaryPart
```

```lean
#print axioms LocalEnergyImaginaryPart.isLocalEnergy_iff_div
#print axioms LocalEnergyImaginaryPart.density_rate_localEnergy
#print axioms LocalEnergyImaginaryPart.density_constant_iff
#print axioms LocalEnergyImaginaryPart.region_continuity
```

```
'LocalEnergyImaginaryPart.isLocalEnergy_iff_div' depends on axioms: [propext, Classical.choice, Quot.sound]
'LocalEnergyImaginaryPart.density_rate_localEnergy' depends on axioms: [propext, Classical.choice, Quot.sound]
'LocalEnergyImaginaryPart.density_constant_iff' depends on axioms: [propext, Classical.choice, Quot.sound]
'LocalEnergyImaginaryPart.region_continuity' depends on axioms: [propext, Classical.choice, Quot.sound]
```

## How the hypotheses and lemmas match the physics

**The objects.** The type `n` is the finite set of configurations, and `ψ : ℝ → n → ℂ` gives the amplitudes at each time. `SolvesAt H ψ t` is the Schrödinger equation at the single time `t`, one amplitude at a time; differentiability is part of it. The wave function need not be normalised, so `‖ψ s x‖ ^ 2` is a probability only after division by the total. Local energies are the same either way.

`IsLocalEnergy H ψ E` defines the local energy by multiplication, $(H\psi)(x)=E(x)\psi(x)$. The theorem `isLocalEnergy_iff_div` shows that this is the usual quotient when no amplitude vanishes. At a zero of $\psi$ the equation either has no solution or leaves $E(x)$ arbitrary, and an arbitrary $E(x)$ can be complex although the density there is stationary. This is why the equivalence assumes `h0`, that no amplitude is zero.

**The rate.** In `density_rate`, Mathlib's derivative of a squared norm supplies $2\operatorname{Re}[\psi^*\dot\psi]$, written as a real inner product. Expanding into real and imaginary parts turns it into $2\operatorname{Im}[\psi^*H\psi]$, and `ring` closes the algebra. `density_rate_localEnergy` then substitutes $E(x)\psi(x)$, as in the derivation above. Its hypothesis asks for a local energy at every configuration, so it does not apply to a state with $\psi(y)=0$ and $(H\psi)(y)\neq0$ at some $y$. For such a state `density_rate` still holds, and the same substitution at a single $x$ with $\psi(x)\neq0$ gives the identity there.

**The equivalences.** In `stationary_iff_localEnergy_real`, "stationary" means that each density has derivative zero at `t`. One direction compares this zero with the computed rate, using the uniqueness of derivatives, and cancels the nonzero factor $2|\psi(x)|^2$. The other inserts $\operatorname{Im}E(x)=0$. Since only one instant is involved, the theorem also applies to a time-dependent Hamiltonian, with `H` taken as its value at `t`. A complex absorbing potential is allowed as well, because Hermiticity is not assumed.

`density_constant_iff` has one fixed matrix `H` and requires a nowhere-zero solution at all real times. It compares each density with its value at time zero. The proof applies the single-time equivalence at every instant and uses the fact that a function with zero derivative everywhere is constant.

**The currents.** `bondCurrent H ψ x y` is $J_{xy}$, positive when probability flows from `y` into `x`. `bondCurrent_antisymm` proves the sign change from `H.IsHermitian`. In `region_continuity`, the step `hJ` expands the matrix product into currents, and `hin` shows that the sum over pairs inside `A` equals its own negative, hence zero. Splitting each sum over `y` into `A` and its complement leaves the boundary terms.

**The example.** `twoSite_density` gives the unnormalised densities $1+3\sin^2t$ and $4-3\sin^2t$. `twoSite_witness` checks the Schrödinger equation component by component with $i^2=-1$, and obtains the absence of zeros from the fact that both densities are at least one. An eigenvalue $e$ at time zero would need $2=e$ and $1=2e$, which is contradictory.

**What lies beyond these theorems.** The configuration set is finite, so continuum electrons, with unbounded Hamiltonians and nodal surfaces, are not covered. The theorems also say nothing about sampling error, finite time steps or the projection onto a variational ansatz; the comments above on sampling and on the ansatz rest on ordinary reasoning. A code can rely on the identity for the exact derivative at a configuration with nonzero amplitude, and must control its numerical approximations separately.
